# Additivity of the Projected Coupled-Cluster Energy for Two Uncoupled Fragments

Take two copies of a two-level system with energies 0 and 3 and coupling 2. The lowest energy of one copy is $-1$, so two copies that do not interact have lowest energy $-2$. Now diagonalise the pair in the space where at most one copy is excited. The lowest eigenvalue is $(3-\sqrt{41})/2\approx-1.70$. Subtracting the two fragment energies from this value leaves a spurious interaction energy of about $0.30$ between systems that do not interact. The truncation has removed the simultaneous excitation, which the product of the two ground states contains.

An exponential wavefunction avoids this error when the reference state is a product of fragment references and the cluster operator is a sum of fragment operators.

## Two fragments and one exponential

Let fragments A and B have finite-dimensional Hamiltonians $H_A,H_B$ and cluster matrices $T_A,T_B$, all arbitrary complex matrices. Let $a$ and $b$ be normalised reference vectors, and let $X$ and $Y$ be sets of excitations with $\langle x|a\rangle=0$ for $x\in X$ and $\langle y|b\rangle=0$ for $y\in Y$. Write $\bar H_A=e^{-T_A}H_Ae^{T_A}$, and likewise $\bar H_B$. The amplitude equations and the energy of fragment A are

$$\langle x|\bar H_A a\rangle=0\quad(x\in X),\qquad E_A=\langle a|\bar H_A a\rangle,$$

and those of B have the same form. The supersystem has

$$H=H_A\otimes1+1\otimes H_B,\qquad T=T_A\otimes1+1\otimes T_B,$$

with reference $a\otimes b$ and excitations $x\otimes b$, $a\otimes y$ and $x\otimes y$. The claim is that $T$ solves the supersystem equations exactly when $T_A$ and $T_B$ solve those of their fragments, and that the energy is $E_A+E_B$.

Since $(T_A\otimes1)^k=T_A^k\otimes1$, the exponential series gives $e^{T_A\otimes1}=e^{T_A}\otimes1$, and similarly for B. The two terms of $T$ commute, so

$$e^T=(e^{T_A}\otimes1)(1\otimes e^{T_B})=e^{T_A}\otimes e^{T_B}.$$

In $\bar H=e^{-T}He^{T}$ the exponentials cancel on the fragment where a term of $H$ does nothing:

$$\bar H=\bar H_A\otimes e^{-T_B}e^{T_B}+e^{-T_A}e^{T_A}\otimes\bar H_B=\bar H_A\otimes1+1\otimes\bar H_B.$$

For any vectors $x$ and $y$ it follows that

$$\langle x\otimes y|\bar H(a\otimes b)\rangle=\langle x|\bar H_Aa\rangle\langle y|b\rangle+\langle x|a\rangle\langle y|\bar H_Bb\rangle.$$

Four substitutions finish the argument.

- For $x\otimes b$ the right-hand side is $\langle x|\bar H_Aa\rangle$, because $\langle b|b\rangle=1$ and $\langle x|a\rangle=0$.
- For $a\otimes y$ it is $\langle y|\bar H_Bb\rangle$.
- For $x\otimes y$ with both parts excited, each term contains a vanishing overlap, so this equation holds whatever the amplitudes are.
- For $a\otimes b$ it is $E_A+E_B$.

The third case imposes no condition on the amplitudes, so the first two give both directions of the equivalence. The energy formula uses only the normalisation of the references.

## States, operators and equations in Lean

The finite index types `m` and `n` label basis states of A and B.

```lean
import Mathlib

open Matrix
open scoped Kronecker

namespace CoupledClusterSizeConsistency

noncomputable section

variable {m n : Type*} [Fintype m] [DecidableEq m] [Fintype n] [DecidableEq n]
```

A state is a complex-valued function on basis labels, so a product state is a function on pairs.

```lean
/-- The product of a state of fragment A and a state of fragment B. -/
def productState (a : m → ℂ) (b : n → ℂ) : m × n → ℂ := fun p => a p.1 * b p.2
```

The supersystem operators are Kronecker products with the identity. This form fixes the absence of any interaction between the fragments.

```lean
/-- The sum `A ⊗ 1 + 1 ⊗ B` of two fragment operators, without any coupling term. -/
def fragmentSum (A : Matrix m m ℂ) (B : Matrix n n ℂ) : Matrix (m × n) (m × n) ℂ :=
  A ⊗ₖ (1 : Matrix n n ℂ) + (1 : Matrix m m ℂ) ⊗ₖ B
```

The next definition is $\bar H$. It is generally not Hermitian, even when $H$ is.

```lean
/-- The similarity-transformed Hamiltonian `exp(-T) H exp(T)`. -/
def transformed (H T : Matrix n n ℂ) : Matrix n n ℂ :=
  NormedSpace.exp (-T) * H * NormedSpace.exp T
```

The expression `star x ⬝ᵥ v` is $\langle x|v\rangle$, conjugate-linear in the first argument, and `*ᵥ` applies a matrix to a vector. The energy is therefore the reference expectation value of $\bar H$, a complex number in general. In general it differs from the expectation value of $H$ in the state $e^Ta$ after normalisation. For a normalised reference the two agree when $e^Ta$ is an eigenvector of $H$, as in the two-level example below.

```lean
/-- The coupled-cluster energy: the transformed Hamiltonian projected on the reference `a`. -/
def ccEnergy (H T : Matrix n n ℂ) (a : n → ℂ) : ℂ := star a ⬝ᵥ (transformed H T *ᵥ a)
```

The amplitude equations run over an arbitrary set `X` of vectors, which may be a truncated choice of excitations.

```lean
/-- The projected amplitude equations: the transformed Hamiltonian does not couple the
reference `a` to any excitation in `X`. -/
def AmplitudeEquations (H T : Matrix n n ℂ) (a : n → ℂ) (X : Set (n → ℂ)) : Prop :=
  ∀ x ∈ X, star x ⬝ᵥ (transformed H T *ᵥ a) = 0
```

The supersystem's set has three kinds of members, in the order used above. If `X` and `Y` hold single and double excitations, the third kind includes triples and quadruples, which a calculation truncated at doubles on the supersystem leaves out. For a summed cluster operator the equations of the third kind hold automatically, so leaving some of them out does not change the result.

```lean
/-- The excitations of the supersystem: on A alone, on B alone, or on both at once. -/
def jointExcitations (a : m → ℂ) (b : n → ℂ) (X : Set (m → ℂ)) (Y : Set (n → ℂ)) :
    Set (m × n → ℂ) :=
  {v | (∃ x ∈ X, v = productState x b) ∨ (∃ y ∈ Y, v = productState a y) ∨
    ∃ x ∈ X, ∃ y ∈ Y, v = productState x y}
```

## From the exponential series to the factorised wavefunction

The first lemma supplies the convergent series for $e^A$. The proof sums it among operators on Euclidean space, where a norm is available, and carries the sum back to matrices by a linear map that is continuous because the dimension is finite.

```lean
/-- The exponential series of a matrix converges to its exponential. -/
theorem hasSum_exp (A : Matrix n n ℂ) :
    HasSum (fun k : ℕ => ((k.factorial : ℂ)⁻¹) • A ^ k) (NormedSpace.exp A) := by
  -- sum the series in the normed algebra of operators, then return to matrices
  let e := Matrix.toEuclideanCLM (n := n) (𝕜 := ℂ)
  let L : (EuclideanSpace ℂ n →L[ℂ] EuclideanSpace ℂ n) →ₗ[ℂ] Matrix n n ℂ :=
    { toFun := e.symm, map_add' := map_add e.symm, map_smul' := map_smul e.symm }
  have hs : Summable fun k : ℕ => ((k.factorial : ℂ)⁻¹) • (e A) ^ k :=
    NormedSpace.expSeries_summable' (e A)
  have hL := hs.map L L.continuous_of_finiteDimensional
  have hfun : (L ∘ fun k : ℕ => ((k.factorial : ℂ)⁻¹) • (e A) ^ k) =
      fun k : ℕ => ((k.factorial : ℂ)⁻¹) • A ^ k := by
    funext k
    change e.symm (((k.factorial : ℂ)⁻¹) • (e A) ^ k) = _
    rw [← map_pow, ← map_smul, e.symm_apply_apply]
  rw [hfun] at hL
  rw [NormedSpace.exp_eq_tsum ℂ]
  exact hL.hasSum
```

A continuous ring homomorphism can be applied to the series term by term, so it commutes with the exponential.

```lean
/-- A continuous ring homomorphism between matrix algebras preserves exponentials. -/
theorem map_matrix_exp (f : Matrix m m ℂ →+* Matrix n n ℂ) (hf : Continuous f)
    (A : Matrix m m ℂ) : f (NormedSpace.exp A) = NormedSpace.exp (f A) := by
  have h := (hasSum_exp A).map f hf
  have hfun : (f ∘ fun k : ℕ => ((k.factorial : ℂ)⁻¹) • A ^ k) =
      fun k : ℕ => ((k.factorial : ℂ)⁻¹) • (f A) ^ k := by
    funext k
    rw [Function.comp_apply, map_inv_natCast_smul f ℂ ℂ, map_pow]
  rw [hfun] at h
  exact h.unique (hasSum_exp (f A))
```

The embeddings $M\mapsto M\otimes1$ and $M\mapsto1\otimes M$ are such homomorphisms, called `f` and `g` below. The step `hc` states that they place operators of different fragments in commuting positions, and the last line combines this with the previous lemma to obtain $e^{A\otimes1+1\otimes B}=e^A\otimes e^B$.

```lean
/-- The exponential of a sum of fragment operators is the Kronecker product of the
fragment exponentials. -/
theorem exp_fragmentSum (A : Matrix m m ℂ) (B : Matrix n n ℂ) :
    NormedSpace.exp (fragmentSum A B) = NormedSpace.exp A ⊗ₖ NormedSpace.exp B := by
  -- embedding a fragment in the supersystem is a continuous ring homomorphism
  let f : Matrix m m ℂ →+* Matrix (m × n) (m × n) ℂ :=
    { toFun := fun M => M ⊗ₖ (1 : Matrix n n ℂ)
      map_one' := by simp
      map_mul' := fun M N => by simp [← Matrix.mul_kronecker_mul]
      map_zero' := by simp
      map_add' := fun M N => Matrix.add_kronecker M N 1 }
  let g : Matrix n n ℂ →+* Matrix (m × n) (m × n) ℂ :=
    { toFun := fun M => (1 : Matrix m m ℂ) ⊗ₖ M
      map_one' := by simp
      map_mul' := fun M N => by simp [← Matrix.mul_kronecker_mul]
      map_zero' := by simp
      map_add' := fun M N => Matrix.kronecker_add 1 M N }
  have hf : Continuous f := continuous_matrix fun i j =>
    (continuous_id.matrix_elem i.1 j.1).mul continuous_const
  have hg : Continuous g := continuous_matrix fun i j =>
    continuous_const.mul (continuous_id.matrix_elem i.2 j.2)
  have hfg : ∀ M N, f M * g N = M ⊗ₖ N := fun M N => by
    change (M ⊗ₖ (1 : Matrix n n ℂ)) * ((1 : Matrix m m ℂ) ⊗ₖ N) = _
    rw [← Matrix.mul_kronecker_mul, Matrix.mul_one, Matrix.one_mul]
  -- operators on different fragments commute
  have hc : Commute (f A) (g B) := by
    change f A * g B = ((1 : Matrix m m ℂ) ⊗ₖ B) * (A ⊗ₖ (1 : Matrix n n ℂ))
    rw [hfg, ← Matrix.mul_kronecker_mul, Matrix.mul_one, Matrix.one_mul]
  change NormedSpace.exp (f A + g B) = _
  rw [Matrix.exp_add_of_commute _ _ hc, ← map_matrix_exp f hf, ← map_matrix_exp g hg, hfg]
```

The cancellation on the idle fragment is contained in `hA` and `hB`. After the exponentials are factorised, `simp` multiplies the Kronecker products and uses these two identities.

```lean
/-- The transformed Hamiltonian of the supersystem is the sum of the transformed fragment
Hamiltonians. -/
theorem transformed_fragmentSum (HA TA : Matrix m m ℂ) (HB TB : Matrix n n ℂ) :
    transformed (fragmentSum HA HB) (fragmentSum TA TB) =
      fragmentSum (transformed HA TA) (transformed HB TB) := by
  have hneg : -fragmentSum TA TB = fragmentSum (-TA) (-TB) := by
    ext i j
    simp only [fragmentSum, Matrix.neg_apply, Matrix.add_apply, Matrix.kroneckerMap_apply]
    ring
  have hA : NormedSpace.exp (-TA) * NormedSpace.exp TA = 1 := by
    rw [← Matrix.exp_add_of_commute _ _ (Commute.refl TA).neg_left, neg_add_cancel,
      NormedSpace.exp_zero]
  have hB : NormedSpace.exp (-TB) * NormedSpace.exp TB = 1 := by
    rw [← Matrix.exp_add_of_commute _ _ (Commute.refl TB).neg_left, neg_add_cancel,
      NormedSpace.exp_zero]
  -- on the idle fragment the two exponentials cancel
  unfold transformed
  rw [hneg, exp_fragmentSum, exp_fragmentSum]
  simp only [fragmentSum, Matrix.mul_add, Matrix.add_mul, ← Matrix.mul_kronecker_mul,
    Matrix.mul_one, hA, hB]
```

The matrix-element formula needs two facts about product states: a Kronecker product acts on each factor separately (`act`), and overlaps multiply (`overlap`).

```lean
/-- Between product states, a sum of fragment operators gives fragment matrix elements
times overlaps on the other fragment. -/
theorem matrixElement_fragmentSum (A : Matrix m m ℂ) (B : Matrix n n ℂ)
    (x a : m → ℂ) (y b : n → ℂ) :
    star (productState x y) ⬝ᵥ (fragmentSum A B *ᵥ productState a b) =
      (star x ⬝ᵥ (A *ᵥ a)) * (star y ⬝ᵥ b) + (star x ⬝ᵥ a) * (star y ⬝ᵥ (B *ᵥ b)) := by
  have act : ∀ (M : Matrix m m ℂ) (N : Matrix n n ℂ),
      (M ⊗ₖ N) *ᵥ productState a b = productState (M *ᵥ a) (N *ᵥ b) := by
    intro M N
    ext ⟨i, j⟩
    simp only [Matrix.mulVec, dotProduct, productState, Matrix.kroneckerMap_apply,
      Fintype.sum_prod_type, Finset.sum_mul_sum]
    exact Finset.sum_congr rfl fun k _ => Finset.sum_congr rfl fun l _ => by ring
  have overlap : ∀ (u : m → ℂ) (v : n → ℂ),
      star (productState x y) ⬝ᵥ productState u v = (star x ⬝ᵥ u) * (star y ⬝ᵥ v) := by
    intro u v
    simp only [dotProduct, productState, Pi.star_apply, star_mul', Fintype.sum_prod_type,
      Finset.sum_mul_sum]
    exact Finset.sum_congr rfl fun k _ => Finset.sum_congr rfl fun l _ => by ring
  rw [fragmentSum, Matrix.add_mulVec, dotProduct_add, act, act, overlap, overlap,
    Matrix.one_mulVec, Matrix.one_mulVec]
```

## The equivalence and the sum of energies

The hypotheses `ha` and `hb` normalise the references, while `hX` and `hY` make the excitations orthogonal to them. The conclusion is an equivalence of amplitude equations together with the energy formula.

```lean
/-- Size consistency of coupled cluster: for normalised references and excitations orthogonal
to them, the summed cluster operator solves the uncoupled supersystem exactly when each part
solves its fragment, and the energies add. -/
theorem size_consistency {HA TA : Matrix m m ℂ} {HB TB : Matrix n n ℂ}
    {a : m → ℂ} {b : n → ℂ} {X : Set (m → ℂ)} {Y : Set (n → ℂ)}
    (ha : star a ⬝ᵥ a = 1) (hb : star b ⬝ᵥ b = 1)
    (hX : ∀ x ∈ X, star x ⬝ᵥ a = 0) (hY : ∀ y ∈ Y, star y ⬝ᵥ b = 0) :
    (AmplitudeEquations (fragmentSum HA HB) (fragmentSum TA TB) (productState a b)
        (jointExcitations a b X Y) ↔
      AmplitudeEquations HA TA a X ∧ AmplitudeEquations HB TB b Y) ∧
    ccEnergy (fragmentSum HA HB) (fragmentSum TA TB) (productState a b) =
      ccEnergy HA TA a + ccEnergy HB TB b := by
  unfold AmplitudeEquations ccEnergy
  simp only [transformed_fragmentSum]
  refine ⟨⟨fun h => ⟨fun x hx => ?_, fun y hy => ?_⟩, ?_⟩, ?_⟩
  -- single-fragment projections return the fragment equations
  · have key := h _ (Or.inl ⟨x, hx, rfl⟩)
    rw [matrixElement_fragmentSum, hX x hx, hb] at key
    linear_combination key
  · have key := h _ (Or.inr (Or.inl ⟨y, hy, rfl⟩))
    rw [matrixElement_fragmentSum, hY y hy, ha] at key
    linear_combination key
  · rintro ⟨hA, hB⟩ v (⟨x, hx, rfl⟩ | ⟨y, hy, rfl⟩ | ⟨x, hx, y, hy, rfl⟩)
    · rw [matrixElement_fragmentSum, hA x hx, hX x hx, zero_mul, zero_mul, add_zero]
    · rw [matrixElement_fragmentSum, hB y hy, hY y hy, mul_zero, mul_zero, add_zero]
    · rw [matrixElement_fragmentSum, hX x hx, hY y hy, mul_zero, zero_mul, add_zero]
  · rw [matrixElement_fragmentSum, ha, hb, mul_one, one_mul]
```

The `refine` line leaves four goals. The first two extract the fragment equations from the projections on $x\otimes b$ and $a\otimes y$. The third takes the three kinds of joint excitation in turn, and the fourth is the energy. Every goal rewrites with the matrix-element formula and then inserts the overlaps.

Without orthogonality in A, solved fragment equations need not give a solved supersystem. Let both fragments be one-dimensional, with $a=b=1$, $H_A=0$, $H_B=1$, $T_A=T_B=0$, $X=\{1\}$ and $Y=\varnothing$. Both fragment equations hold, but the projection on $x\otimes b$ gives $\langle x|a\rangle H_B=1$.

In the limiting case where only B is one-dimensional, with $b=1$ and $Y=\varnothing$, the matrix $H_B$ is a number $h$ and $T_B$ drops out of $\bar H_B$. The supersystem then has the amplitude equations of A alone, and its energy is $E_A+h$.

For electronic structure, the theorem says that subtracting fragment energies from the supersystem energy leaves no spurious interaction, for finite, uncoupled fragments with a product reference and the summed cluster operator. The equivalence concerns cluster operators of this summed form; the supersystem equations may have other solutions, and a numerical solver may find one of those. The product states also carry no antisymmetry between electrons on different fragments, and the matrices $T_A$ and $T_B$ need not be built from excitation operators as they are in standard coupled-cluster theory. A reference that does not factorise when a molecule is pulled apart does not satisfy the assumptions.

## A two-level fragment with energy −1

For the system of the opening example, take $a=(1,0)$, the excitation $(0,1)$, and a cluster matrix $T$ whose only nonzero entry is the amplitude $t$ in the lower left corner. Then $T^2=0$, and the exponential series stops after the linear term.

```lean
/-- If a cluster operator squares to zero, its exponential stops after the linear term. -/
theorem exp_of_sq_zero {T : Matrix n n ℂ} (h : T * T = 0) : NormedSpace.exp T = 1 + T := by
  have hz : ∀ k ∉ Finset.range 2, ((k.factorial : ℂ)⁻¹) • T ^ k = 0 := by
    intro k hk
    rw [Finset.mem_range] at hk
    obtain ⟨j, rfl⟩ := Nat.exists_eq_add_of_le (show 2 ≤ k by omega)
    rw [pow_add, pow_two, h, zero_mul, smul_zero]
  rw [← (hasSum_exp T).tsum_eq, tsum_eq_sum hz]
  simp [Finset.sum_range_succ]
```

Hence $\bar H=(1-T)H(1+T)$, and the amplitude equation is $2+3t-2t^2=0$, with $t=-\tfrac12$ as one root. The energy is $2t=-1$. At this amplitude,

$$\bar H=\begin{pmatrix}-1&2\\0&4\end{pmatrix},$$

which is the step `hbar` in the proof. The first column contains both the energy and the vanishing projection.

```lean
/-- A two-level fragment with diagonal energies 0 and 3, coupling 2 and cluster amplitude -1/2 has a
normalised reference, an orthogonal excitation, a solved amplitude equation and energy -1. -/
theorem twoLevel_witness :
    star ![(1 : ℂ), 0] ⬝ᵥ ![1, 0] = 1 ∧
    (∀ x ∈ ({![0, 1]} : Set (Fin 2 → ℂ)), star x ⬝ᵥ ![1, 0] = 0) ∧
    AmplitudeEquations !![0, 2; 2, 3] !![0, 0; -1/2, 0] ![1, 0] {![0, 1]} ∧
    ccEnergy !![0, 2; 2, 3] !![0, 0; -1/2, 0] ![1, 0] = -1 := by
  have hT : (!![0, 0; -1/2, 0] : Matrix (Fin 2) (Fin 2) ℂ) * !![0, 0; -1/2, 0] = 0 := by
    ext i j
    fin_cases i <;> fin_cases j <;> simp [Matrix.mul_apply, Fin.sum_univ_succ]
  have hbar : transformed !![0, 2; 2, 3] !![0, 0; -1/2, 0] = !![-1, 2; 0, 4] := by
    unfold transformed
    rw [exp_of_sq_zero hT, exp_of_sq_zero (by rw [neg_mul_neg, hT])]
    ext i j
    fin_cases i <;> fin_cases j <;>
      norm_num [Matrix.mul_apply, Fin.sum_univ_succ, Matrix.one_apply]
  refine ⟨by simp [dotProduct, Fin.sum_univ_succ], ?_, ?_, ?_⟩
  · rintro x rfl
    simp [dotProduct, Fin.sum_univ_succ]
  · rintro x rfl
    rw [hbar]
    simp [Matrix.mulVec, dotProduct, Fin.sum_univ_succ]
  · rw [ccEnergy, hbar]
    simp [Matrix.mulVec, dotProduct, Fin.sum_univ_succ]

end

end CoupledClusterSizeConsistency
```

With this fragment used for both A and B, `size_consistency` gives a solved supersystem with energy $-2$, where the restricted diagonalisation gave $-1.70$.

```lean
#print axioms CoupledClusterSizeConsistency.size_consistency
```

```
'CoupledClusterSizeConsistency.size_consistency' depends on axioms: [propext, Classical.choice, Quot.sound]
```
